# Signed Burnside count: spin labellings fixed only by even permutations

A molecule contains \(n\) identical fermionic nuclei, each with \(k\) spin labels; for protons, \(k=2\). Its total state must change sign under every odd permutation of them. Let \(G\) be the group of all permutations that the molecule's motions can bring about (for a rigid molecule, its rotations), and suppose the non-spin part of the state is unchanged by every one of them. The spin part must then supply the sign. If no other nuclei have spin, the number of independent spin states that do so is the nuclear-spin statistical weight of that non-spin state. The theorems below give the matching classical count: the labellings that no odd permutation in \(G\) leaves unchanged, with labellings related by \(G\) counted once.

## Signs over a stabiliser

```lean
import Mathlib

open Equiv MulAction

namespace SignedBurnside

section General

variable {G X : Type*} [Group G] [MulAction G X]
```

A group \(G\) acts on a set \(X\) of configurations; `g • x` is the configuration \(x\) after applying \(g\). Each of \(G\) and \(X\) is taken to be finite whenever it is summed over.

```lean
/-- A configuration `x` is allowed for the sign character `χ` if every group element that
leaves `x` unchanged has sign `+1`. -/
def Allowed (χ : G →* ℤˣ) (x : X) : Prop := ∀ g : G, g • x = x → χ g = 1
```

The sign is a homomorphism \(\chi:G\to\{\pm1\}\), written `G →* ℤˣ` because the invertible integers are \(\pm1\). A configuration is allowed if \(gx=x\) implies \(\chi(g)=1\).

```lean
/-- The orbits of configurations all of whose members are allowed for `χ`. -/
def allowedOrbits (χ : G →* ℤˣ) (X : Type*) [MulAction G X] : Set (Quotient (orbitRel G X)) :=
  {ω | ∀ x : X, Quotient.mk (orbitRel G X) x = ω → Allowed χ x}
```

An orbit is a class of configurations related by \(G\). These are the orbits whose members are all allowed.

```lean
open Classical in
/-- For a finite group, the sum of the signs of all group elements that leave `x` unchanged. -/
noncomputable def signSum [Fintype G] (χ : G →* ℤˣ) (x : X) : ℤ :=
  ∑ g : G, if g • x = x then (χ g : ℤ) else 0
```

This defines \(w(x)=\sum_{g:\,gx=x}\chi(g)\), a sum over the stabiliser of \(x\).

```lean
/-- The number of elements of a finite type with a given property is the sum of the property's
indicator function. -/
theorem natCard_subtype {α : Type*} [Fintype α] (p : α → Prop) [DecidablePred p] :
    (Nat.card {x // p x} : ℤ) = ∑ x, if p x then 1 else 0 := by
  rw [Nat.card_eq_fintype_card, Fintype.card_subtype, Finset.sum_boole]
```

Counting elements with a property means summing ones and zeros; `Nat.card` is the number of elements.

```lean
open Classical in
/-- For a finite group, the signs over the stabiliser of `x` add up to the order of the stabiliser
if `x` is allowed, and cancel to zero otherwise. -/
theorem signSum_eq [Fintype G] (χ : G →* ℤˣ) (x : X) :
    signSum χ x = if Allowed χ x then (Nat.card {g : G // g • x = x} : ℤ) else 0 := by
  by_cases h : Allowed χ x
  · rw [if_pos h, natCard_subtype]
    refine Finset.sum_congr rfl fun g _ => ?_
    by_cases hg : g • x = x
    · simp [hg, h g hg]
    · simp [hg]
  · rw [if_neg h]
    simp only [Allowed, not_forall] at h
    obtain ⟨s, hs, hχ⟩ := h
    have hχ' : χ s = -1 := (Int.units_eq_one_or (χ s)).resolve_left hχ
    -- translation by the odd element `s` reverses the sign of the sum
    have key : signSum χ x = -signSum χ x := by
      unfold signSum
      rw [← Finset.sum_neg_distrib]
      symm
      refine Fintype.sum_equiv (Equiv.mulLeft s) _ _ fun g => ?_
      have hiff : (s * g) • x = x ↔ g • x = x := by
        rw [mul_smul]
        constructor
        · intro e
          exact smul_left_cancel s (e.trans hs.symm)
        · intro e
          rw [e, hs]
      simp only [Equiv.coe_mulLeft, hiff]
      split_ifs <;> simp [hχ']
    linarith
```

If \(x\) is allowed, every term of \(w(x)\) is 1, so \(w(x)\) is the order of the stabiliser. Otherwise some \(s\) has \(sx=x\) and \(\chi(s)=-1\). Since \(sg\) fixes \(x\) exactly when \(g\) does (`hiff`), replacing \(g\) by \(sg\) reorders the sum:
\[
w(x)=\sum_{g:\,gx=x}\chi(sg)=-w(x),
\]
so \(w(x)=0\). The equation is `key`.

```lean
/-- For a finite group, configurations in the same orbit have the same sum of signs over their
stabilisers. -/
theorem signSum_orbit [Fintype G] (χ : G →* ℤˣ) {x y : X} (h : y ∈ orbit G x) :
    signSum χ y = signSum χ x := by
  classical
  obtain ⟨s, hs⟩ := h
  have hs' : s • x = y := hs
  rw [← hs']
  unfold signSum
  symm
  -- conjugation by `s` carries one stabiliser to the other
  refine Fintype.sum_equiv ((Equiv.mulLeft s).trans (Equiv.mulRight s⁻¹)) _ _ fun g => ?_
  change _ = if (s * g * s⁻¹) • s • x = s • x then ((χ (s * g * s⁻¹) : ℤˣ) : ℤ) else 0
  have h1 : (s * g * s⁻¹) • s • x = s • g • x := by
    rw [smul_smul, inv_mul_cancel_right, mul_smul]
  have h2 : χ (s * g * s⁻¹) = χ g := by
    rw [map_mul, map_mul, map_inv, mul_comm (χ s) (χ g), mul_inv_cancel_right]
  have h3 : s • g • x = s • x ↔ g • x = x :=
    ⟨fun e => smul_left_cancel s e, fun e => by rw [e]⟩
  simp only [h1, h2, h3]
```

Let \(y=sx\). Then \(sgs^{-1}\) fixes \(y\) exactly when \(g\) fixes \(x\), and \(\chi(sgs^{-1})=\chi(g)\) because signs commute. Hence \(w(y)=w(x)\).

```lean
/-- For a finite group acting on a finite set, the signed count of fixed configurations, summed over
the group, equals the sum over configurations of the signs in their stabilisers. -/
theorem sum_fixed [Fintype G] [Fintype X] (χ : G →* ℤˣ) :
    ∑ g : G, (χ g : ℤ) * Nat.card {x : X // g • x = x} = ∑ x : X, signSum χ x := by
  classical
  unfold signSum
  rw [Finset.sum_comm]
  refine Finset.sum_congr rfl fun g _ => ?_
  rw [natCard_subtype, Finset.mul_sum]
  refine Finset.sum_congr rfl fun x _ => ?_
  split_ifs <;> simp
```

Write \(\mathrm{Fix}(g)\) for the set of configurations fixed by \(g\). Exchanging the two sums (`Finset.sum_comm`) gives
\[
\sum_g\chi(g)\,|\mathrm{Fix}(g)|=\sum_g\sum_{x:\,gx=x}\chi(g)=\sum_x w(x).
\]

```lean
/-- Signed Burnside lemma: for a finite group acting on a finite set, the signed sum of the
numbers of fixed configurations is the group order times the number of allowed orbits. -/
theorem signed_burnside [Fintype G] [Fintype X] (χ : G →* ℤˣ) :
    ∑ g : G, (χ g : ℤ) * Nat.card {x : X // g • x = x} =
      Nat.card G * Nat.card (allowedOrbits χ X) := by
  classical
  let _ : Fintype (Quotient (orbitRel G X)) := Fintype.ofFinite _
  -- an allowed orbit contributes the group order, any other orbit nothing
  have orb : ∀ ω : Quotient (orbitRel G X),
      ∑ x with Quotient.mk (orbitRel G X) x = ω, signSum χ x =
        if ω ∈ allowedOrbits χ X then (Nat.card G : ℤ) else 0 := by
    intro ω
    split_ifs with hω
    · obtain ⟨x, rfl⟩ := Quotient.exists_rep ω
      have hconst : ∀ y ∈ Finset.univ.filter
          (fun y => Quotient.mk (orbitRel G X) y = Quotient.mk (orbitRel G X) x),
          signSum χ y = signSum χ x := fun y hy =>
        signSum_orbit χ (Quotient.exact (Finset.mem_filter.1 hy).2)
      have hc : Nat.card (orbit G x) = (Finset.univ.filter
          (fun y => Quotient.mk (orbitRel G X) y = Quotient.mk (orbitRel G X) x)).card := by
        rw [Nat.card_eq_fintype_card]
        refine Fintype.card_of_subtype _ fun y => ?_
        simp only [Finset.mem_filter, Finset.mem_univ, true_and]
        exact ⟨fun h => Quotient.exact h, fun h => Quotient.sound h⟩
      have hG : Nat.card (orbit G x) * Nat.card {g : G // g • x = x} = Nat.card G := by
        rw [← Nat.card_prod]
        exact Nat.card_congr (orbitProdStabilizerEquivGroup G x)
      rw [Finset.sum_congr rfl hconst, Finset.sum_const, nsmul_eq_mul, signSum_eq,
        if_pos (hω x rfl), ← hc]
      exact_mod_cast hG
    · simp only [allowedOrbits, Set.mem_ofPred_eq, not_forall] at hω
      obtain ⟨y, rfl, hy⟩ := hω
      refine Finset.sum_eq_zero fun z hz => ?_
      rw [signSum_orbit χ (Quotient.exact (Finset.mem_filter.1 hz).2), signSum_eq, if_neg hy]
  have hcard : (Nat.card (allowedOrbits χ X) : ℤ) =
      ∑ ω, if ω ∈ allowedOrbits χ X then 1 else 0 :=
    natCard_subtype (fun ω => ω ∈ allowedOrbits χ X)
  rw [sum_fixed, ← Finset.sum_fiberwise Finset.univ (fun x => Quotient.mk (orbitRel G X) x),
    Finset.sum_congr rfl (fun ω _ => orb ω), hcard, Finset.mul_sum]
  refine Finset.sum_congr rfl fun ω _ => ?_
  split_ifs <;> simp

end General
```

Now collect the sum over \(x\) by orbits. On an allowed orbit, \(w\) is constant and equals the stabiliser order, so the contribution is
\[
|\text{orbit}|\cdot|\text{stabiliser}|=|G|,
\]
which is `hG`. Any other orbit contains a member with \(w=0\), hence contributes 0. The signed sum is therefore \(|G|\) times the number of allowed orbits; `orb` records the two cases.

## Labellings and cycles

```lean
/-- An assignment of a spin label in `K` to every nucleus in `N`. -/
def Labelling (N K : Type*) := N → K
```

A labelling is a function \(f:N\to K\) from nuclei to spin labels, with \(|N|=n\) and \(|K|=k\).

```lean
variable {N K : Type*}

/-- A permutation of the nuclei carries the labels along with the nuclei. -/
instance : MulAction (Perm N) (Labelling N K) where
  smul g f := fun i => f (g⁻¹ i)
  one_smul _ := rfl
  mul_smul _ _ _ := rfl
```

The action is \((gf)(i)=f(g^{-1}i)\): the label at \(i\) moves to \(g(i)\). The inverse ensures that \(g(hf)=(gh)f\).

```lean
/-- There are finitely many labellings of finitely many nuclei by finitely many labels. -/
instance [Fintype N] [DecidableEq N] [Fintype K] : Fintype (Labelling N K) :=
  inferInstanceAs (Fintype (N → K))
```

The set of labellings is finite.

```lean
/-- The number of cycles of a permutation, fixed points included (0 if there are infinitely many).
-/
noncomputable def cycleCount (g : Perm N) : ℕ := Nat.card (Quotient (Perm.SameCycle.setoid g))
```

Here \(c(g)\) is the number of cycles. Unlike the usual cycle notation, it includes fixed points, so the identity has \(n\) cycles.

```lean
/-- A permutation of finitely many nuclei with `c` cycles leaves `k ^ c` labellings by `k`
labels unchanged. -/
theorem card_fixed [Fintype N] [Fintype K] (g : Perm N) :
    Nat.card {f : Labelling N K // g • f = f} = Fintype.card K ^ cycleCount g := by
  -- an unchanged labelling is constant along each cycle
  have hcyc : ∀ f : Labelling N K, g • f = f → ∀ a b, Perm.SameCycle g a b → f a = f b := by
    rintro f hf a b ⟨z, rfl⟩
    have hz : (g ^ z) • f = f :=
      (stabilizer (Perm N) f).zpow_mem (show g ∈ stabilizer (Perm N) f from hf) z
    have h := congrFun hz ((g ^ z) a)
    change f ((g ^ z)⁻¹ ((g ^ z) a)) = f ((g ^ z) a) at h
    have e : (g ^ z)⁻¹ ((g ^ z) a) = a := Equiv.symm_apply_apply (g ^ z) a
    rwa [e] at h
  have hmk : ∀ i, Quotient.mk (Perm.SameCycle.setoid g) (g⁻¹ i) =
      Quotient.mk (Perm.SameCycle.setoid g) i := fun i =>
    Quotient.sound (show Perm.SameCycle g (g⁻¹ i) i from ⟨1, by simp⟩)
  let e : {f : Labelling N K // g • f = f} ≃ (Quotient (Perm.SameCycle.setoid g) → K) :=
    { toFun := fun f => Quotient.lift f.1 (hcyc f.1 f.2)
      invFun := fun F => ⟨fun i => F (Quotient.mk _ i), funext fun i => congrArg F (hmk i)⟩
      left_inv := fun _ => rfl
      right_inv := fun F => funext (Quotient.ind fun _ => rfl) }
  rw [Nat.card_congr e, Nat.card_fun, Nat.card_eq_fintype_card (α := K), cycleCount]
```

If \(gf=f\), then \(f(g^{-1}i)=f(i)\) for every \(i\), so \(f\) is constant on each cycle. Conversely, any choice of one label per cycle gives a fixed labelling. The bijection `e` expresses this, and \(|\mathrm{Fix}(g)|=k^{c(g)}\).

```lean
/-- For a group `G` of permutations of finitely many nuclei with `k` spin labels each, the average
of `sign g * k ^ (number of cycles of g)` is the number of `G`-orbits of labellings whose
stabilisers in `G` contain only even permutations. -/
theorem signed_orbit_count [Fintype N] [DecidableEq N] [Fintype K]
    (G : Subgroup (Perm N)) [Fintype G] :
    (∑ g : G, ((Perm.sign (g : Perm N) : ℤ) : ℚ) *
        (Fintype.card K : ℚ) ^ cycleCount (g : Perm N)) / (Nat.card G : ℚ) =
      Nat.card (allowedOrbits (Perm.sign.comp G.subtype) (Labelling N K)) := by
  have h : ∑ g : G, (Perm.sign (g : Perm N) : ℤ) *
      (Fintype.card K : ℤ) ^ cycleCount (g : Perm N) =
      Nat.card G * Nat.card (allowedOrbits (Perm.sign.comp G.subtype) (Labelling N K)) := by
    rw [← signed_burnside]
    refine Finset.sum_congr rfl fun g _ => ?_
    change _ = ((Perm.sign (g : Perm N) : ℤˣ) : ℤ) *
      (Nat.card {f : Labelling N K // (g : Perm N) • f = f} : ℤ)
    rw [card_fixed, Nat.cast_pow]
  have hG : (Nat.card G : ℚ) ≠ 0 := by exact_mod_cast Nat.card_pos.ne'
  rw [div_eq_iff hG, mul_comm]
  exact_mod_cast h
```

For any subgroup \(G\) of the permutations of \(N\),
\[
\frac1{|G|}\sum_{g\in G}\operatorname{sign}(g)\,k^{c(g)}=\#\{\text{allowed orbits}\}.
\]
The proof inserts the fixed-point count into the signed Burnside lemma and divides by \(|G|\) in the rationals.

The step from here to quantum mechanics is antisymmetrisation: each allowed orbit gives one independent spin state that transforms with the sign, and every other orbit gives zero. That linear algebra is standard, but the Lean theorem counts orbits of labellings, not state vectors.

The smallest interesting case is two protons with both permutations in \(G\). The average is \((2^2-2)/2=1\), from the orbit \(\{\uparrow\downarrow,\downarrow\uparrow\}\), which corresponds to the singlet.

## All permutations and distinct labels

```lean
/-- If all nuclei carry different labels, only the identity leaves the labelling unchanged. -/
theorem eq_one_of_fixed {f : Labelling N K} (hf : Function.Injective f) {g : Perm N}
    (hg : g • f = f) : g = 1 := by
  refine Perm.ext fun i => ?_
  have h := congrFun hg (g i)
  change f (g⁻¹ (g i)) = f (g i) at h
  have e : g⁻¹ (g i) = i := Equiv.symm_apply_apply g i
  rw [e] at h
  exact (hf h).symm
```

If all labels differ, \(f(g^{-1}i)=f(i)\) forces \(g^{-1}i=i\) for every \(i\), so \(g=1\).

```lean
/-- Under all permutations of finitely many nuclei, a labelling has only even permutations in its
stabiliser exactly when no two nuclei share a label. -/
theorem allowed_iff_injective [Fintype N] [DecidableEq N] (f : Labelling N K) :
    Allowed (Perm.sign : Perm N →* ℤˣ) f ↔ Function.Injective f := by
  constructor
  · intro h i j hij
    by_contra hne
    -- exchanging two equally labelled nuclei is odd and changes nothing
    have hfix : swap i j • f = f := by
      funext l
      change f ((swap i j)⁻¹ l) = f l
      rw [swap_inv, swap_apply_def]
      split_ifs with h1 h2
      · rw [h1]; exact hij.symm
      · rw [h2]; exact hij
      · rfl
    have hs := h _ hfix
    rw [Perm.sign_swap hne] at hs
    exact absurd hs (by decide)
  · intro hf g hg
    rw [eq_one_of_fixed hf hg, map_one]
```

If two nuclei share a label, swapping them is odd and leaves \(f\) unchanged, so \(f\) is not allowed. With distinct labels, only the identity fixes \(f\), and it is even. This is the combinatorial form of Pauli exclusion; the fermionic sign is put in, not derived.

```lean
/-- Over all permutations of `n` nuclei with `k` labels each, the signed sum of
`k ^ (number of cycles)` is the falling factorial `k (k - 1) ... (k - n + 1)`. -/
theorem signed_sum_symmetric [Fintype N] [DecidableEq N] [Fintype K] :
    ∑ g : Perm N, (Perm.sign g : ℤ) * (Fintype.card K : ℤ) ^ cycleCount g =
      (Fintype.card K).descFactorial (Fintype.card N) := by
  classical
  have h1 : ∑ g : Perm N, (Perm.sign g : ℤ) * (Fintype.card K : ℤ) ^ cycleCount g =
      ∑ f : Labelling N K, signSum (Perm.sign : Perm N →* ℤˣ) f := by
    rw [← sum_fixed]
    refine Finset.sum_congr rfl fun g _ => ?_
    rw [card_fixed, Nat.cast_pow]
  -- each labelling without repeated labels contributes one
  have h2 : ∀ f : Labelling N K,
      signSum (Perm.sign : Perm N →* ℤˣ) f =
        if Allowed (Perm.sign : Perm N →* ℤˣ) f then 1 else 0 := by
    intro f
    rw [signSum_eq]
    by_cases h : Allowed (Perm.sign : Perm N →* ℤˣ) f
    · have hf := (allowed_iff_injective f).1 h
      have hone : Nat.card {g : Perm N // g • f = f} = 1 :=
        Nat.card_eq_one_iff_unique.2
          ⟨⟨fun a b => Subtype.ext
            ((eq_one_of_fixed hf a.2).trans (eq_one_of_fixed hf b.2).symm)⟩,
            ⟨⟨1, one_smul _ f⟩⟩⟩
      rw [if_pos h, if_pos h, hone, Nat.cast_one]
    · rw [if_neg h, if_neg h]
  have h3 : Nat.card {f : Labelling N K // Allowed (Perm.sign : Perm N →* ℤˣ) f} =
      Nat.card (N ↪ K) :=
    Nat.card_congr ((Equiv.subtypeEquivRight allowed_iff_injective).trans
      (Equiv.subtypeInjectiveEquivEmbedding N K))
  rw [h1, Finset.sum_congr rfl (fun f _ => h2 f), ← natCard_subtype, h3,
    Nat.card_eq_fintype_card, Fintype.card_embedding_eq]

end SignedBurnside
```

For the full symmetric group, \(w(f)\) is 1 when the labels are distinct and 0 otherwise. The signed sum, not divided by \(n!\), therefore counts injective labellings:
\[
\sum_g\operatorname{sign}(g)\,k^{c(g)}=k(k-1)\cdots(k-n+1).
\]
It vanishes when \(n>k\): three protons have no allowed spin labelling under all their permutations.

```lean
#print axioms SignedBurnside.signed_orbit_count
#print axioms SignedBurnside.signed_sum_symmetric
```

```
'SignedBurnside.signed_orbit_count' depends on axioms: [propext, Classical.choice, Quot.sound]
'SignedBurnside.signed_sum_symmetric' depends on axioms: [propext, Classical.choice, Quot.sound]
```
